# A dielectric memory t^(s-1) with 0 < s < 1 gives a susceptibility χ with Im χ / Re χ = tan(πs/2) at every positive frequency

Take first a memory that never decays, the case s = 1. At frequency w > 0 and damping η > 0, the response is an elementary integral:

∫₀^∞ exp(iwt - ηt) dt = 1/(η - iw) → i/w as η → 0+.

With η = 0 from the start, the integral up to time T is (exp(iwT) - 1)/(iw), which oscillates for ever as T grows. The damping selects the value i/w = w^(-1) exp(iπ/2), a quarter turn in the complex plane. For the memory t^(s-1), the factor 1/(η - iw) becomes (η - iw)^(-s), up to a constant, and the phase becomes s quarter turns.

## Memory, damping and susceptibility

```lean
import Mathlib

open MeasureTheory Set Filter Topology
open Complex (I)

namespace PowerLawDielectric

noncomputable section
```

Let a field E(t₀) = exp(-iwt₀ + ηt₀) grow slowly from the remote past. At time t₀, a linear medium with memory t^(s-1) responds to the earlier values E(t₀ - t), which gives E(t₀) times the integral of t^(s-1) exp(iwt - ηt) over the elapsed time t > 0. Writing r = η - iw for the complex rate, the integrand is

K(t) = t^(s-1) exp(-rt).

In Lean, `s` and `t` are real and `r` is complex.

```lean
/-- The power-law memory `t^(s-1)` at time `t > 0`, multiplied by `exp(-rt)`. The complex
rate `r = η - iw` describes a field of frequency `w` with damping `η`. -/
def kernel (s : ℝ) (r : ℂ) (t : ℝ) : ℂ :=
  ((t ^ (s - 1) : ℝ) : ℂ) * Complex.exp (-(r * t))
```

The damped response is R(r) = ∫₀^∞ K(t) dt, where `Ioi 0` denotes the times t > 0.

```lean
/-- The damped response: the integral of the kernel over all times `t > 0`, for `s > 0`
and a rate `r` with positive real part. -/
def response (s : ℝ) (r : ℂ) : ℂ := ∫ t in Ioi (0 : ℝ), kernel s r t
```

The susceptibility χ(w) is the limit of R(η - iw) as η decreases to zero. `limUnder` names this limit, and `𝓝[>] 0` says that η approaches zero from above. The limit stands for an infinitely slow switching-on of the field. With this sign convention, a positive imaginary part means absorption.

```lean
/-- The susceptibility at frequency `w`: the limit of the response at rate `η - iw` as the
damping `η` decreases to zero, for `s > 0` and `w > 0`. -/
def susceptibility (s w : ℝ) : ℂ :=
  limUnder (𝓝[>] (0 : ℝ)) (fun η : ℝ => response s ((η : ℂ) - I * w))
```

The power law is postulated at all times, with no short-time or long-time cutoff, and the medium is linear with a scalar response. The material's amplitude is set to one; a positive amplitude would multiply both parts of χ and leave their ratio unchanged.

## Damping makes the integral converge absolutely

Since |exp(-rt)| = exp(-t Re r), the oscillation drops out of the modulus:

|K(t)| = t^(s-1) exp(-t Re r).

```lean
/-- At times `t > 0` the modulus of the kernel is `t^(s-1) exp(-t Re r)`. -/
theorem norm_kernel (s : ℝ) (r : ℂ) {t : ℝ} (ht : 0 < t) :
    ‖kernel s r t‖ = t ^ (s - 1) * Real.exp (-(r.re * t)) := by
  rw [kernel, norm_mul, Complex.norm_exp, Complex.norm_real,
    Real.norm_of_nonneg (Real.rpow_nonneg ht.le _)]
  simp
```

For s > 0 this is integrable near t = 0, and for Re r > 0 the exponential controls large t. With x = Re r and u = xt,

∫₀^∞ t^(s-1) exp(-xt) dt = x^(-s) ∫₀^∞ u^(s-1) exp(-u) du = Γ(s) x^(-s) > 0.

The proof takes a short route from this value to integrability: Lean assigns the integral 0 to a non-integrable function, and the value here is positive. `Integrable.mono'` then passes from the modulus to K itself.

```lean
/-- For `s > 0` and a rate with positive real part, the kernel is absolutely integrable
over `t > 0`. -/
theorem integrableOn_kernel {s : ℝ} {r : ℂ} (hs : 0 < s) (hr : 0 < r.re) :
    IntegrableOn (kernel s r) (Ioi 0) := by
  -- the modulus has a nonzero Gamma integral, hence is integrable
  have hreal : IntegrableOn (fun t : ℝ => t ^ (s - 1) * Real.exp (-(r.re * t)))
      (Ioi 0) := by
    by_contra h
    have h1 := (Real.integral_rpow_mul_exp_neg_mul_Ioi hs hr).symm.trans
      (integral_undef h)
    exact (mul_pos (Real.rpow_pos_of_pos (one_div_pos.2 hr) s)
      (Real.Gamma_pos_of_pos hs)).ne' h1
  have h1 : Measurable (fun t : ℝ => ((t ^ (s - 1) : ℝ) : ℂ)) :=
    Complex.measurable_ofReal.comp (measurable_id.pow_const (s - 1))
  have h2 : Measurable (fun t : ℝ => Complex.exp (-(r * t))) :=
    Continuous.measurable (by fun_prop)
  refine Integrable.mono' hreal (h1.mul h2).aestronglyMeasurable ?_
  filter_upwards [ae_restrict_mem measurableSet_Ioi] with t ht
  exact (norm_kernel s r ht).le
```

## From real rates to complex rates

The substitution u = rt is immediate only for real r. To reach complex r, first differentiate under the integral:

dR/dr = -∫₀^∞ t^s exp(-rt) dt.

This is allowed because, for every rate z with Re z > Re r/2,

|t^s exp(-zt)| ≤ t^s exp(-t Re r/2),

and the right-hand side is integrable by the previous step with s + 1 in place of s. In the code, `bound` is this dominating function and `F'` is the differentiated integrand.

```lean
/-- For `s > 0`, the response is complex differentiable in the rate wherever the rate has
positive real part. -/
theorem differentiableAt_response {s : ℝ} {r : ℂ} (hs : 0 < s) (hr : 0 < r.re) :
    DifferentiableAt ℂ (response s) r := by
  have hU : {z : ℂ | r.re / 2 < z.re} ∈ 𝓝 r :=
    (isOpen_lt continuous_const Complex.continuous_re).mem_nhds (half_lt_self hr)
  have hs1 : 0 < s + 1 := by linarith
  have hr2 : 0 < ((r.re / 2 : ℝ) : ℂ).re := by
    rw [Complex.ofReal_re]
    linarith
  -- differentiate under the integral; the bound is the modulus of the kernel with
  -- `s + 1` in place of `s` and half the damping
  have h := hasDerivAt_integral_of_dominated_loc_of_deriv_le
    (μ := volume.restrict (Ioi (0 : ℝ))) (F := fun z t => kernel s z t)
    (F' := fun z t => -kernel (s + 1) z t) (x₀ := r)
    (bound := fun t => ‖kernel (s + 1) ((r.re / 2 : ℝ) : ℂ) t‖) hU
    (by
      filter_upwards [hU] with z hz
      exact (integrableOn_kernel hs (lt_trans (half_pos hr) hz)).aestronglyMeasurable)
    (integrableOn_kernel hs hr)
    (integrableOn_kernel hs1 hr).aestronglyMeasurable.neg
    (by
      filter_upwards [ae_restrict_mem measurableSet_Ioi] with t ht z hz
      have ht' : 0 < t := ht
      have h1 : r.re / 2 * t ≤ z.re * t := mul_le_mul_of_nonneg_right (le_of_lt hz) ht'.le
      simp only [norm_neg, norm_kernel _ _ ht', Complex.ofReal_re]
      exact mul_le_mul_of_nonneg_left (Real.exp_le_exp.2 (neg_le_neg h1))
        (Real.rpow_nonneg ht'.le _))
    (integrableOn_kernel hs1 hr2).norm
    (by
      filter_upwards [ae_restrict_mem measurableSet_Ioi] with t ht z hz
      have ht' : 0 < t := ht
      have e : t ^ (s + 1 - 1) = t ^ (s - 1) * t := by
        rw [← Real.rpow_add_one ht'.ne']
        congr 1
        ring
      have h1 := (((hasDerivAt_id' z).mul_const (t : ℂ)).fun_neg).cexp.const_mul
        ((t ^ (s - 1) : ℝ) : ℂ)
      refine h1.congr_deriv ?_
      simp only [kernel, e, Complex.ofReal_mul]
      ring)
  exact h.2.differentiableAt
```

So R is analytic for Re r > 0, and so is Γ(s) r^(-s) with the principal power. The two agree for real r > 0 by the Gamma integral. Analytic functions on a connected region that agree at points accumulating inside it agree throughout, hence

R(r) = Γ(s) r^(-s) for Re r > 0.

Here `hf` and `hg` give the differentiability of the two sides, `hreal` the agreement at real rates, and `hev` the agreement at real points near 1. The final expression applies the identity theorem on the half-plane.

```lean
/-- For `s > 0` and a rate `r` with positive real part, the response is `Γ(s) r^(-s)`. -/
theorem response_eq {s : ℝ} {r : ℂ} (hs : 0 < s) (hr : 0 < r.re) :
    response s r = (Real.Gamma s : ℂ) * r ^ (-(s : ℂ)) := by
  have hU : IsOpen {z : ℂ | 0 < z.re} := isOpen_lt continuous_const Complex.continuous_re
  have hf : DifferentiableOn ℂ (response s) {z : ℂ | 0 < z.re} :=
    fun z hz => (differentiableAt_response hs hz).differentiableWithinAt
  have hg : DifferentiableOn ℂ (fun z : ℂ => (Real.Gamma s : ℂ) * z ^ (-(s : ℂ)))
      {z : ℂ | 0 < z.re} := fun z hz =>
    ((differentiableAt_id.cpow (differentiableAt_const _)
      (Complex.mem_slitPlane_iff.2 (Or.inl hz))).const_mul _).differentiableWithinAt
  -- for real rates this is the Gamma integral
  have hreal : ∀ x : ℝ, 0 < x →
      response s x = (Real.Gamma s : ℂ) * (x : ℂ) ^ (-(s : ℂ)) := by
    intro x hx
    have h : response s x = (((1 / x) ^ s * Real.Gamma s : ℝ) : ℂ) := by
      rw [← Real.integral_rpow_mul_exp_neg_mul_Ioi hs hx, ← integral_complex_ofReal,
        response]
      congr 1
      funext t
      simp [kernel]
    rw [h, one_div, Real.inv_rpow hx.le, ← Real.rpow_neg hx.le, Complex.ofReal_mul,
      Complex.ofReal_cpow hx.le, Complex.ofReal_neg]
    exact mul_comm _ _
  have ht : Tendsto (fun x : ℝ => (x : ℂ)) (𝓝[≠] 1) (𝓝[≠] ((1 : ℝ) : ℂ)) := by
    refine tendsto_nhdsWithin_iff.2
      ⟨(Complex.continuous_ofReal.tendsto 1).mono_left nhdsWithin_le_nhds, ?_⟩
    filter_upwards [self_mem_nhdsWithin] with x hx
    exact fun h => hx (Complex.ofReal_injective h)
  have hev : ∀ᶠ x : ℝ in 𝓝[≠] 1,
      response s x = (Real.Gamma s : ℂ) * (x : ℂ) ^ (-(s : ℂ)) := by
    filter_upwards [nhdsWithin_le_nhds (lt_mem_nhds one_pos)] with x hx
    exact hreal x hx
  -- the identity theorem extends it to the right half-plane
  exact (hf.analyticOnNhd hU).eqOn_of_preconnected_of_frequently_eq
    (hg.analyticOnNhd hU) (convex_halfSpace_re_gt 0).isPreconnected
    (show 0 < ((1 : ℝ) : ℂ).re by rw [Complex.ofReal_re]; exact one_pos)
    (ht.frequently hev.frequently) hr
```

## Removing the damping

As η → 0+, the rate η - iw tends to -iw. The principal logarithm has its cut along the negative real axis, away from this point, so the power is continuous there. Since log(-iw) = ln w - iπ/2,

(-iw)^(-s) = exp(-s ln w + iπs/2) = w^(-s) exp(iπs/2),

and therefore

R(η - iw) → Γ(s) w^(-s) exp(iπs/2).

This holds for every s > 0 and w > 0. `hphase` is the logarithm calculation, `hslit` places -iw off the cut, and `hc` is the continuity. The last lines replace the closed form by the integral for η > 0.

```lean
/-- For `s > 0` and `w > 0`, the response at rate `η - iw` tends to
`Γ(s) w^(-s) exp(iπs/2)` as the damping `η` decreases to zero. -/
theorem tendsto_response {s w : ℝ} (hs : 0 < s) (hw : 0 < w) :
    Tendsto (fun η : ℝ => response s ((η : ℂ) - I * w)) (𝓝[>] (0 : ℝ))
      (𝓝 (((Real.Gamma s * w ^ (-s) : ℝ) : ℂ) *
        Complex.exp (((Real.pi * s / 2 : ℝ) : ℂ) * I))) := by
  -- the power of `-iw` carries the phase `πs/2`
  have hphase : (((0 : ℝ) : ℂ) - I * w) ^ (-(s : ℂ)) =
      ((w ^ (-s) : ℝ) : ℂ) * Complex.exp (((Real.pi * s / 2 : ℝ) : ℂ) * I) := by
    have e : ((0 : ℝ) : ℂ) - I * w = (w : ℂ) * (-I) := by
      push_cast
      ring
    have hI : -I ≠ 0 := neg_ne_zero.2 Complex.I_ne_zero
    rw [e, Complex.cpow_def_of_ne_zero (mul_ne_zero (Complex.ofReal_ne_zero.2 hw.ne') hI),
      Complex.log_ofReal_mul hw hI, Complex.log_neg_I, Real.rpow_def_of_pos hw,
      Complex.ofReal_exp, ← Complex.exp_add]
    congr 1
    push_cast
    ring
  -- `-iw` lies off the branch cut, so the closed form is continuous at zero damping
  have hslit : ((0 : ℝ) : ℂ) - I * w ∈ Complex.slitPlane :=
    Complex.mem_slitPlane_iff.2 (Or.inr (by simp [hw.ne']))
  have hbase : ContinuousAt (fun η : ℝ => (η : ℂ) - I * w) 0 := by fun_prop
  have hc : ContinuousAt (fun η : ℝ =>
      (Real.Gamma s : ℂ) * ((η : ℂ) - I * w) ^ (-(s : ℂ))) 0 :=
    continuousAt_const.mul (hbase.cpow continuousAt_const hslit)
  have ht := hc.tendsto.mono_left (nhdsWithin_le_nhds (s := Ioi (0 : ℝ)))
  rw [hphase, ← mul_assoc, ← Complex.ofReal_mul] at ht
  refine ht.congr' ?_
  filter_upwards [self_mem_nhdsWithin] with η hη
  exact (response_eq hs (by simpa using hη)).symm
```

## Storage and loss

Because the limit exists, χ(w) equals it. Euler's formula gives

Re χ(w) = Γ(s) w^(-s) cos(πs/2),
Im χ(w) = Γ(s) w^(-s) sin(πs/2).

```lean
/-- For `s > 0` and `w > 0`, the susceptibility has real part `Γ(s) w^(-s) cos(πs/2)` and
imaginary part `Γ(s) w^(-s) sin(πs/2)`. -/
theorem susceptibility_re_im {s w : ℝ} (hs : 0 < s) (hw : 0 < w) :
    (susceptibility s w).re = Real.Gamma s * w ^ (-s) * Real.cos (Real.pi * s / 2) ∧
    (susceptibility s w).im = Real.Gamma s * w ^ (-s) * Real.sin (Real.pi * s / 2) := by
  rw [susceptibility, (tendsto_response hs hw).limUnder_eq]
  constructor
  · rw [Complex.re_ofReal_mul, Complex.exp_ofReal_mul_I_re]
  · rw [Complex.im_ofReal_mul, Complex.exp_ofReal_mul_I_im]
```

For 0 < s < 1 the angle πs/2 lies strictly between 0 and π/2, so the cosine is positive. The common factor Γ(s) w^(-s) is positive too and cancels:

Im χ(w) / Re χ(w) = tan(πs/2).

At s = 1 the real part is zero, so s ≤ 1 would not suffice for its positivity. In the proof, `hA` and `hcos` are the two positivity statements, and `mul_div_mul_left` performs the cancellation.

```lean
/-- For `0 < s < 1`, at every frequency `w > 0` the real part of the susceptibility is
positive and the ratio of imaginary to real part is `tan(πs/2)`. -/
theorem loss_ratio {s w : ℝ} (hs : 0 < s) (hs1 : s < 1) (hw : 0 < w) :
    0 < (susceptibility s w).re ∧
    (susceptibility s w).im / (susceptibility s w).re = Real.tan (Real.pi * s / 2) := by
  obtain ⟨hre, him⟩ := susceptibility_re_im hs hw
  have hA : 0 < Real.Gamma s * w ^ (-s) :=
    mul_pos (Real.Gamma_pos_of_pos hs) (Real.rpow_pos_of_pos hw _)
  have hcos : 0 < Real.cos (Real.pi * s / 2) :=
    Real.cos_pos_of_mem_Ioo
      ⟨by nlinarith [Real.pi_pos, mul_pos Real.pi_pos hs], by nlinarith [Real.pi_pos]⟩
  rw [hre, him]
  exact ⟨mul_pos hA hcos, by rw [mul_div_mul_left _ _ hA.ne', Real.tan_eq_sin_div_cos]⟩
```

This is the ratio for χ alone. The loss tangent of the relative permittivity 1 + χ is Im χ / (1 + Re χ), which does depend on frequency.

For a linear model with this single power-law memory, the ratio offers a test of simulation codes that Fourier-transform a response function with small damping. At fixed η > 0 the closed form for R gives the ratio tan(s arctan(w/η)), which is close to tan(πs/2) only when w is much larger than η.

## Divergence at low frequency

Put C = Γ(s) cos(πs/2), which is positive for 0 < s < 1. Then

Re χ(w) = C / w^s → ∞ as w → 0+,

because w^s tends to zero through positive values. The code obtains C > 0 from the previous theorem at w = 1, proves the limit of w^s as `h0`, and composes it with the divergence of the inverse. Physically, the undamped memory has infinite total area, so a nearly static field collects an ever larger response.

```lean
/-- For `0 < s < 1`, the real part of the susceptibility tends to infinity as the
frequency decreases to zero. -/
theorem tendsto_re_atTop {s : ℝ} (hs : 0 < s) (hs1 : s < 1) :
    Tendsto (fun w => (susceptibility s w).re) (𝓝[>] (0 : ℝ)) atTop := by
  have hA := (loss_ratio hs hs1 one_pos).1
  rw [(susceptibility_re_im hs one_pos).1, Real.one_rpow, mul_one] at hA
  -- `w^s` decreases to zero through positive values, so its inverse diverges
  have h0 : Tendsto (fun w : ℝ => w ^ s) (𝓝[>] (0 : ℝ)) (𝓝[>] (0 : ℝ)) := by
    rw [tendsto_nhdsWithin_iff]
    refine ⟨?_, ?_⟩
    · have h := (Real.continuousAt_rpow_const 0 s (Or.inr hs.le)).tendsto
      rw [Real.zero_rpow hs.ne'] at h
      exact h.mono_left nhdsWithin_le_nhds
    · filter_upwards [self_mem_nhdsWithin] with w hw
      exact Real.rpow_pos_of_pos hw s
  refine ((tendsto_inv_nhdsGT_zero.comp h0).const_mul_atTop hA).congr' ?_
  filter_upwards [self_mem_nhdsWithin] with w hw
  have hw' : 0 < w := hw
  rw [(susceptibility_re_im hs hw').1, Real.rpow_neg hw'.le]
  simp only [Function.comp_apply]
  ring

end

end PowerLawDielectric
```

```lean
#print axioms PowerLawDielectric.loss_ratio
#print axioms PowerLawDielectric.tendsto_re_atTop
```

```
'PowerLawDielectric.loss_ratio' depends on axioms: [propext, Classical.choice, Quot.sound]
'PowerLawDielectric.tendsto_re_atTop' depends on axioms: [propext, Classical.choice, Quot.sound]
```

## The square-root case in numbers

Let s = 1/2, so that Γ(1/2) = √π ≈ 1.7725 and the phase is π/4. At w = 4, in dimensionless units, w^(-1/2) = 1/2 and

Re χ = Im χ = (√π/2)(√2/2) ≈ 0.627.

At w = 0.01, w^(-1/2) = 10 and both parts are about 12.53. The response has grown twentyfold, while the ratio is still tan(π/4) = 1.
